# With no angle shared between gates cos(θ/2) − i sin(θ/2)P, a circuit's energy is a sinusoid in each angle

A circuit on a finite-dimensional state space is an ordered product of gates cos(θ/2) − i sin(θ/2)P, each with a fixed matrix on its left, and no parameter enters more than one gate. The theorem says that the energy, the real part of ⟨φ|H|φ⟩ for the output vector φ, has the form a + b cos t + c sin t in any one parameter t while the others are held fixed. The matrices are arbitrary, so H need not be Hermitian nor the gates unitary, and the energy is not divided by ⟨φ|φ⟩. The proof isolates the gate that carries t, writes the output as cos(t/2) u + sin(t/2) v, and turns the resulting quadratic into a sinusoid by the double-angle formulas; if no gate carries t, the energy is constant in it.

Lean 4 with Mathlib refuses this proof:

```lean
import Mathlib

open Matrix

namespace CircuitIsLandscape

noncomputable section

variable {ι d : Type*} [DecidableEq ι]

/-- A function of one angle of the form `a + b cos t + c sin t`. -/
def IsSinusoid (g : ℝ → ℝ) : Prop :=
  ∃ a b c : ℝ, ∀ t, g t = a + b * Real.cos t + c * Real.sin t

/-- A landscape that is a sinusoid in each parameter separately, the others being fixed. -/
def IsLandscape (F : (ι → ℝ) → ℝ) : Prop :=
  ∀ x i, IsSinusoid (fun t => F (Function.update x i t))

variable [Fintype d] [DecidableEq d]

/-- The gate `cos(θ/2) - i sin(θ/2) P` with generator `P`. -/
def gate (P : Matrix d d ℂ) (θ : ℝ) : Matrix d d ℂ :=
  (Real.cos (θ / 2) : ℂ) • (1 : Matrix d d ℂ) - ((Real.sin (θ / 2) : ℂ) * Complex.I) • P

/-- The ordered product of the gates listed in `l`, each preceded on the left by a fixed
matrix `V k`. -/
def circuit (V P : ι → Matrix d d ℂ) (l : List ι) (x : ι → ℝ) : Matrix d d ℂ :=
  (l.map (fun k => V k * gate (P k) (x k))).prod

/-- The real part of `⟨φ|H|φ⟩`. -/
def energy (H : Matrix d d ℂ) (φ : d → ℂ) : ℝ := (star φ ⬝ᵥ (H *ᵥ φ)).re

/-- The energy of a circuit in which each parameter enters at most one gate is a sinusoid in
each parameter separately. -/
theorem circuit_isLandscape (H : Matrix d d ℂ) (ψ : d → ℂ) (V P : ι → Matrix d d ℂ)
    {l : List ι} (hl : l.Nodup) :
    IsLandscape (fun x => energy H (circuit V P l x *ᵥ ψ)) := by
  intro x i
  have hconst : ∀ m : List ι, i ∉ m → ∀ t,
      circuit V P m (Function.update x i t) = circuit V P m x := by
    intro m hm t
    unfold circuit
    congr 1
    exact List.map_congr_left (fun k hk => by
      rw [Function.update_of_ne (fun h => hm (h ▸ hk))])
  by_cases hi : i ∈ l
  · -- isolate the single gate that carries parameter `i`
    obtain ⟨m, r, rfl⟩ := List.append_of_mem hi
    have hn := (List.nodup_cons.mp (List.nodup_middle.mp hl)).1
    have hm : i ∉ m := fun h => hn (List.mem_append.mpr (Or.inl h))
    have hr : i ∉ r := fun h => hn (List.mem_append.mpr (Or.inr h))
    have hsplit : ∀ y, circuit V P (m ++ i :: r) y
        = circuit V P m y * (V i * gate (P i) (y i) * circuit V P r y) := by
      intro y
      simp only [circuit, List.map_append, List.map_cons, List.prod_append, List.prod_cons]
    let u := (circuit V P m x * (V i * circuit V P r x)) *ᵥ ψ
    let v := ((-Complex.I) • (circuit V P m x * (V i * P i * circuit V P r x))) *ᵥ ψ
    have hφ : ∀ t, circuit V P (m ++ i :: r) (Function.update x i t) *ᵥ ψ
        = (Real.cos (t / 2) : ℂ) • u + (Real.sin (t / 2) : ℂ) • v := by
      intro t
      simp only [u, v]
      rw [← Matrix.smul_mulVec, ← Matrix.smul_mulVec, ← Matrix.add_mulVec, hsplit,
        hconst m hm, hconst r hr, Function.update_self]
      congr 1
      simp only [gate, Matrix.mul_sub, Matrix.sub_mul, Matrix.mul_smul, Matrix.smul_mul,
        Matrix.mul_one]
      module
    -- the energy is quadratic in the two half-angle amplitudes
    have hquad : ∀ p q : ℝ, energy H ((p : ℂ) • u + (q : ℂ) • v)
        = p ^ 2 * energy H u + p * q * ((star u ⬝ᵥ (H *ᵥ v)).re + (star v ⬝ᵥ (H *ᵥ u)).re)
          + q ^ 2 * energy H v := by
      intro p q
      simp only [energy, star_add, star_smul, Complex.star_def, Complex.conj_ofReal,
        Matrix.mulVec_add, Matrix.mulVec_smul, add_dotProduct, dotProduct_add,
        smul_dotProduct, dotProduct_smul, smul_eq_mul, Complex.add_re, Complex.re_ofReal_mul]
      ring
    refine ⟨(energy H u + energy H v) / 2, (energy H u - energy H v) / 2,
      ((star u ⬝ᵥ (H *ᵥ v)).re + (star v ⬝ᵥ (H *ᵥ u)).re) / 2, fun t => ?_⟩
    have hc : Real.cos t = 2 * Real.cos (t / 2) ^ 2 - 1 := by
      rw [← Real.cos_two_mul, mul_div_cancel₀ t (two_ne_zero)]
    have hs : Real.sin t = 2 * Real.sin (t / 2) * Real.cos (t / 2) := by
      rw [← Real.sin_two_mul, mul_div_cancel₀ t (two_ne_zero)]
    simp only [hφ, hquad]
    linear_combination energy H v * Real.sin_sq_add_cos_sq (t / 2)
      - (energy H u - energy H v) / 2 * hc
      - ((star u ⬝ᵥ (H *ᵥ v)).re + (star v ⬝ᵥ (H *ᵥ u)).re) / 2 * hs
  · exact ⟨energy H (circuit V P l x *ᵥ ψ), 0, 0, fun t => by simp only [hconst l hi]; ring⟩

end

end CircuitIsLandscape
```

Lean reports:

```
Main.lean:45:46: error: invalid `▸` notation, expected result type of cast is 
  i ∈ m
however, the equality 
  h
of type 
  ?m.69 = ?m.70
does not contain the expected result type on either the left or the right hand side
Main.lean:44:43: error: unsolved goals
ι : Type u_1
d : Type u_2
inst✝² : DecidableEq ι
inst✝¹ : Fintype d
inst✝ : DecidableEq d
H : Matrix d d ℂ
ψ : d → ℂ
V P : ι → Matrix d d ℂ
l : List ι
hl : l.Nodup
x : ι → ℝ
i : ι
m : List ι
hm : i ∉ m
t : ℝ
k : ι
hk : k ∈ m
⊢ V k * gate (P k) (Function.update x i t k) = V k * gate (P k) (x k)
```

What went wrong. The failure is in `hconst`, which says that a stretch of circuit without parameter `i` does not change when that parameter is varied. For a gate `k` in the list `m`, the rewrite by `Function.update_of_ne` needs a proof that `k` differs from `i`. The attempt gave this proof inline, and Lean elaborated it before matching the lemma against the goal. The two sides of `h` were therefore still unknown, `?m.69 = ?m.70`, and `▸` could not find in them anything to turn `hk : k ∈ m` into the required `i ∈ m`.

The second message follows from the first: the rewrite did not happen, so the goal still has `Function.update x i t k` on the left where the right has `x k`.

The repair proves `hki : k ≠ i` beforehand. With the type stated, `h` is `k = i`, rewriting with it turns `hk` into `i ∈ m`, and this contradicts `hm`. Given `hki`, `Function.update_of_ne` has its indices fixed, and the rewrite makes the two sides identical, which closes the goal.

This version goes through:

```diff
@@ -43,5 +43,9 @@
     congr 1
     exact List.map_congr_left (fun k hk => by
-      rw [Function.update_of_ne (fun h => hm (h ▸ hk))])
+      have hki : k ≠ i := by
+        intro h
+        rw [h] at hk
+        exact hm hk
+      rw [Function.update_of_ne hki])
   by_cases hi : i ∈ l
   · -- isolate the single gate that carries parameter `i`
```
